# For two channels with a common prefactor, the relative rate excess is the hyperbolic tangent of half the barrier difference in thermal units

The theorem `excess_rate` concerns two channels with rates `A * exp(-(β * G₁))` and `A * exp(-(β * G₂))`, where `β` is the inverse temperature and `G₁`, `G₂` are the free-energy barriers. It states that the difference of the rates, first minus second, divided by their sum equals `tanh (β * (G₂ - G₁) / 2)`. The prefactor `A` is the same for both channels and is assumed only to be nonzero; `β` and the barriers may be any real numbers. The attempt first writes the first rate as `exp (β * (G₂ - G₁))` times the second, then applies `excess_exp_mul`, which gives the excess of any two nonzero rates whose ratio is `exp x`.

The first attempt, which Lean rejects:

```lean
import Mathlib

noncomputable section

namespace SelectivityError

/-- Rate of a channel with prefactor `A`, inverse temperature `β` and free-energy barrier `G`. -/
def rate (A β G : ℝ) : ℝ := A * Real.exp (-(β * G))

/-- Excess of the first channel over the second, for rates with `k₁ + k₂ ≠ 0`. -/
def excess (k₁ k₂ : ℝ) : ℝ := (k₁ - k₂) / (k₁ + k₂)

/-- Two rates with ratio `exp x` have excess `tanh (x / 2)`. -/
theorem excess_exp_mul {k : ℝ} (hk : k ≠ 0) (x : ℝ) :
    excess (Real.exp x * k) k = Real.tanh (x / 2) := by
  have hx : Real.exp x = Real.exp (x / 2) * Real.exp (x / 2) := by
    rw [← Real.exp_add, add_halves]
  have huv : Real.exp (x / 2) * Real.exp (-(x / 2)) = 1 := by
    rw [← Real.exp_add, add_neg_cancel, Real.exp_zero]
  have hu := Real.exp_pos (x / 2)
  have hv := Real.exp_pos (-(x / 2))
  unfold excess
  rw [Real.tanh_eq_sinh_div_cosh, Real.sinh_eq, Real.cosh_eq, hx]
  generalize Real.exp (x / 2) = u at *
  generalize Real.exp (-(x / 2)) = v at *
  have h1 : u * u * k + k ≠ 0 := by
    have h : u * u * k + k = (u * u + 1) * k := by ring
    rw [h]
    exact mul_ne_zero (by positivity) hk
  have h2 : (u + v) / 2 ≠ 0 := by positivity
  rw [div_eq_div_iff h1 h2]
  linear_combination k * u * huv

/-- The excess of two channels with a common prefactor is the hyperbolic tangent of half the
difference of their barriers, second minus first, in thermal units. -/
theorem excess_rate {A : ℝ} (hA : A ≠ 0) (β G₁ G₂ : ℝ) :
    excess (rate A β G₁) (rate A β G₂) = Real.tanh (β * (G₂ - G₁) / 2) := by
  have h : rate A β G₁ = Real.exp (β * (G₂ - G₁)) * rate A β G₂ := by
    unfold rate
    rw [show -(β * G₁) = β * (G₂ - G₁) + -(β * G₂) by ring, Real.exp_add]
    ring
  rw [h, excess_exp_mul (mul_ne_zero hA (Real.exp_ne_zero _))]

end SelectivityError
```

Compiling this gives:

```
Main.lean:42:9: error: Tactic `rewrite` failed: Did not find an occurrence of the pattern
  excess (Real.exp ?x * (A * Real.exp ?m.76)) (A * Real.exp ?m.76)
in the target expression
  excess (Real.exp (β * (G₂ - G₁)) * rate A β G₂) (rate A β G₂) = Real.tanh (β * (G₂ - G₁) / 2)

A : ℝ
hA : A ≠ 0
β G₁ G₂ : ℝ
h : rate A β G₁ = Real.exp (β * (G₂ - G₁)) * rate A β G₂
⊢ excess (Real.exp (β * (G₂ - G₁)) * rate A β G₂) (rate A β G₂) = Real.tanh (β * (G₂ - G₁) / 2)
```

Cause. The message says that `rw` could not find the left-hand side of `excess_exp_mul` in the goal. That lemma holds for any nonzero `k`, and here Lean read `k` off the proof supplied for `k ≠ 0`. The term `mul_ne_zero hA (Real.exp_ne_zero _)` proves that a product is nonzero, so `k` became `A * Real.exp ?m.76`, with the exponent still unknown. The goal has `rate A β G₂` in that place. The two agree once `rate` is unfolded, but `rw` does not unfold an ordinary definition such as `rate` when it looks for its pattern.

The repair states the fact first, as `hk : rate A β G₂ ≠ 0`. The same proof term is accepted there, because Lean does unfold `rate` when checking it against the stated type, and this also settles the exponent. With `hk` as the argument, `k` is `rate A β G₂` itself, so the pattern matches the goal as written and the rewrite goes through.

As a diff, the version that Lean accepts:

```diff
@@ -40,5 +40,6 @@
     rw [show -(β * G₁) = β * (G₂ - G₁) + -(β * G₂) by ring, Real.exp_add]
     ring
-  rw [h, excess_exp_mul (mul_ne_zero hA (Real.exp_ne_zero _))]
+  have hk : rate A β G₂ ≠ 0 := mul_ne_zero hA (Real.exp_ne_zero _)
+  rw [h, excess_exp_mul hk]
 
 end SelectivityError
```
